# Residuals smaller than the distance to the spectrum, for nilpotent Jordan blocks of size two or more

An iterative eigensolver returns an approximate eigenvalue \(z\) of a matrix \(A\) and a nonzero vector \(x\). The residual is \(r = Ax - zx\), and the error in \(z\) is its distance to the nearest exact eigenvalue. For a normal matrix, and so for any Hermitian one, it is a standard fact, quoted here as background, that this distance is at most \(\|r\|/\|x\|\). The example below is a non-normal matrix for which that bound fails whenever \(0<|z|<1\), with a suitable vector for each such \(z\).

Throughout, \(z\) is called the shift, and \(\|\cdot\|\) is the Euclidean norm for vectors. Components are counted from 0, as in Lean.

## Norm, residual and eigenvalue

```lean
import Mathlib

open Matrix

namespace NonNormalResidual

noncomputable section

/-- The Euclidean norm of a complex vector. -/
def vecNorm {n : ℕ} (v : Fin n → ℂ) : ℝ := √(∑ i, ‖v i‖ ^ 2)
```

The type `Fin n → ℂ` is that of functions from \(\{0,\dots,n-1\}\) to the complex numbers, in other words vectors with \(n\) complex components. The definition reads \(\|v\| = \sqrt{\sum_i |v_i|^2}\). It is written out because Mathlib's default norm on this type is the largest modulus of a component.

```lean
/-- The residual `A x - z x` of an approximate eigenpair `(z, x)`. -/
def residual {n : ℕ} (A : Matrix (Fin n) (Fin n) ℂ) (z : ℂ) (x : Fin n → ℂ) : Fin n → ℂ :=
  A *ᵥ x - z • x
```

This is \(r = Ax - zx\), where `*ᵥ` multiplies a matrix by a vector and `•` multiplies a vector by a number. The vector is not normalised, so the quantity to compare with an eigenvalue error is \(\|r\|/\|x\|\).

```lean
/-- The number `μ` is an eigenvalue of `A`: some nonzero vector satisfies `A v = μ v`. -/
def IsEigenvalue {n : ℕ} (A : Matrix (Fin n) (Fin n) ℂ) (μ : ℂ) : Prop :=
  ∃ v : Fin n → ℂ, v ≠ 0 ∧ A *ᵥ v = μ • v
```

A `Prop` is a statement. This one says that some \(v \neq 0\) satisfies \(Av = \mu v\), the textbook definition of an eigenvalue.

## The matrix and its trial vector

```lean
/-- The nilpotent Jordan block: ones just above the diagonal, zeros elsewhere. -/
def jordanBlock (n : ℕ) : Matrix (Fin n) (Fin n) ℂ :=
  Matrix.of fun i j => if i.val + 1 = j.val then 1 else 0
```

The entry \(J_{ij}\) is 1 if \(i+1=j\) and 0 otherwise. For size two this is
\[
J=\begin{pmatrix}0&1\\0&0\end{pmatrix}.
\]

```lean
/-- The trial vector `(1, z, z², ...)`. -/
def trial (n : ℕ) (z : ℂ) : Fin n → ℂ := fun i => z ^ i.val
```

The trial vector has components \(x_i = z^i\). It is chosen by formula and is not the output of a particular iteration.

```lean
/-- The Jordan block drops the first component, moves each later one up by one place and puts zero
in the last. -/
theorem jordanBlock_mulVec {n : ℕ} (v : Fin n → ℂ) (i : Fin n) :
    (jordanBlock n *ᵥ v) i = if h : i.val + 1 < n then v ⟨i.val + 1, h⟩ else 0 := by
  simp only [jordanBlock, Matrix.mulVec, dotProduct, Matrix.of_apply]
  by_cases h : i.val + 1 < n
  · rw [dif_pos h, Finset.sum_eq_single (⟨i.val + 1, h⟩ : Fin n)]
    · simp
    · intro j _ hj
      have hne : i.val + 1 ≠ j.val := fun e => hj (Fin.ext e.symm)
      simp [hne]
    · intro hn
      exact absurd (Finset.mem_univ _) hn
  · rw [dif_neg h]
    apply Finset.sum_eq_zero
    intro j _
    have hj := j.isLt
    have hne : i.val + 1 ≠ j.val := by omega
    simp [hne]
```

In ordinary notation, \((Jv)_i = v_{i+1}\) if there is a component \(i+1\), and \((Jv)_i=0\) for the last \(i\). By hand, \((Jv)_i=\sum_j J_{ij}v_j\), and only \(j=i+1\) can contribute. The proof splits on whether that index exists (`by_cases`). If it does, `Finset.sum_eq_single` keeps the one surviving term; if not, every term is zero.

## Zero is the only eigenvalue

```lean
/-- Zero is the one and only eigenvalue of a nilpotent Jordan block of size at least one. -/
theorem isEigenvalue_jordanBlock_iff (n : ℕ) (μ : ℂ) :
    IsEigenvalue (jordanBlock (n + 1)) μ ↔ μ = 0 := by
  constructor
  · rintro ⟨v, hv, h⟩
    by_contra hμ
    -- back substitution, starting from the last component
    have key : ∀ k : ℕ, ∀ i : Fin (n + 1), n + 1 ≤ i.val + k → v i = 0 := by
      intro k
      induction k with
      | zero =>
        intro i hi
        have := i.isLt
        omega
      | succ k ih =>
        intro i hi
        have hc := congrFun h i
        rw [jordanBlock_mulVec, Pi.smul_apply, smul_eq_mul] at hc
        have hz : μ * v i = 0 := by
          rw [← hc]
          by_cases hlt : i.val + 1 < n + 1
          · rw [dif_pos hlt]
            apply ih
            change n + 1 ≤ i.val + 1 + k
            omega
          · rw [dif_neg hlt]
        exact (mul_eq_zero.mp hz).resolve_left hμ
    exact hv (funext fun i => key (n + 1) i (by omega))
  · rintro rfl
    refine ⟨fun i => if i.val = 0 then 1 else 0, ?_, ?_⟩
    · intro h
      have h0 := congrFun h 0
      simp at h0
    · funext i
      rw [jordanBlock_mulVec]
      simp
```

The theorem concerns blocks of size \(n+1\), which excludes the empty matrix. It says that \(\mu\) is an eigenvalue if and only if \(\mu=0\).

Suppose \(Jv=\mu v\) with \(\mu\neq0\). The last component of this equation is \(0=\mu v_n\), so \(v_n=0\). The one before it, if there is one, is \(v_n=\mu v_{n-1}\), so \(v_{n-1}=0\). Continuing upwards gives \(v=0\), which is not allowed for an eigenvector. Conversely, \(v=(1,0,\dots,0)\) is nonzero and \(Jv=0\), so 0 is an eigenvalue.

The auxiliary statement `key` says that the last \(k\) components vanish, and it is proved by induction on \(k\). Each induction step is one line of the back substitution. Taking \(k=n+1\) covers the whole vector.

The distance from a shift \(z\) to the spectrum is therefore \(|z|\).

## The residual of the trial vector

```lean
/-- For the trial vector `(1, z, z², ...)` and shift `z`, the residual norm of the Jordan block is
`|z|` to the power of the block size, for size at least one. -/
theorem vecNorm_residual (n : ℕ) (z : ℂ) :
    vecNorm (residual (jordanBlock (n + 1)) z (trial (n + 1) z)) = ‖z‖ ^ (n + 1) := by
  have hr : ∀ i : Fin (n + 1), residual (jordanBlock (n + 1)) z (trial (n + 1) z) i
      = if i = Fin.last n then -z ^ (n + 1) else 0 := by
    intro i
    have hi := i.isLt
    simp only [residual, Pi.sub_apply, Pi.smul_apply, smul_eq_mul, jordanBlock_mulVec, trial]
    by_cases h : i = Fin.last n
    · subst h
      simp [pow_succ, mul_comm]
    · have hne : i.val ≠ n := fun e => h (Fin.ext e)
      have hlt : i.val + 1 < n + 1 := by omega
      rw [dif_pos hlt, if_neg h]
      ring
  -- only the last component survives
  unfold vecNorm
  rw [Finset.sum_eq_single (Fin.last n)]
  · rw [hr, if_pos rfl, norm_neg, norm_pow]
    exact Real.sqrt_sq (by positivity)
  · intro i _ hi
    rw [hr, if_neg hi]
    simp
  · intro hn
    exact absurd (Finset.mem_univ _) hn
```

For size \(n+1\) the claim is \(\|Jx-zx\|=|z|^{n+1}\). For \(i<n\),
\[
r_i = x_{i+1}-z x_i = z^{i+1}-z\,z^i = 0,
\]
while the last component is
\[
r_n = 0-z\,z^n=-z^{n+1}.
\]
Only one term is left in the sum of squares, and its square root is \(|z|^{n+1}\). In the code, `hr` records these components, and the rest evaluates the norm.

```lean
/-- A trial vector with at least one component has norm at least one. -/
theorem one_le_vecNorm_trial (n : ℕ) (z : ℂ) : 1 ≤ vecNorm (trial (n + 1) z) := by
  unfold vecNorm
  rw [Real.le_sqrt' one_pos, Fin.sum_univ_succ]
  have h : 0 ≤ ∑ i : Fin n, ‖trial (n + 1) z i.succ‖ ^ 2 :=
    Finset.sum_nonneg fun i _ => sq_nonneg _
  have h0 : ‖trial (n + 1) z 0‖ = 1 := by simp [trial]
  rw [h0]
  linarith
```

Since \(x_0=1\),
\[
\|x\|^2 = 1+\sum_{i=1}^{n}|z|^{2i}\ge 1 .
\]
The lemma `Fin.sum_univ_succ` separates the first term of the sum; the others are nonnegative.

## The residual underestimates the error

```lean
/-- The nilpotent Jordan block of size `n + 2` has only the eigenvalue 0, yet at a shift `z` with
`0 < |z| < 1` the trial vector has residual norm `|z| ^ (n + 2)`, less than the distance `|z|` to
the spectrum times the norm of the vector. -/
theorem residual_underestimates (n : ℕ) (z : ℂ) (h0 : 0 < ‖z‖) (h1 : ‖z‖ < 1) :
    (∀ μ, IsEigenvalue (jordanBlock (n + 2)) μ ↔ μ = 0) ∧
    vecNorm (residual (jordanBlock (n + 2)) z (trial (n + 2) z)) = ‖z‖ ^ (n + 2) ∧
    vecNorm (residual (jordanBlock (n + 2)) z (trial (n + 2) z))
      < ‖z‖ * vecNorm (trial (n + 2) z) := by
  refine ⟨isEigenvalue_jordanBlock_iff (n + 1), vecNorm_residual (n + 1) z, ?_⟩
  rw [vecNorm_residual (n + 1) z]
  have hx := one_le_vecNorm_trial (n + 1) z
  have hp : ‖z‖ ^ (n + 1) < 1 := pow_lt_one₀ h0.le h1 (by omega)
  calc ‖z‖ ^ (n + 1 + 1) = ‖z‖ * ‖z‖ ^ (n + 1) := by ring
    _ < ‖z‖ * vecNorm (trial (n + 2) z) := mul_lt_mul_of_pos_left (hp.trans_le hx) h0
```

The arguments `h0` and `h1` are the hypotheses \(0<|z|\) and \(|z|<1\). The size is now \(n+2\), so at least two. The symbol `∧` joins three conclusions: 0 is the only eigenvalue, the residual norm is \(|z|^{n+2}\), and this is less than \(|z|\,\|x\|\).

The first two are the earlier theorems. For the third,
\[
|z|^{n+2}=|z|\,|z|^{n+1}<|z|\cdot 1\le |z|\,\|x\| .
\]
The `calc` block is this chain, with its last two steps merged. After normalisation, the residual norm \(|z|^{n+2}/\|x\|\) is smaller than the true error \(|z|\).

For a block of size one, the residual norm equals \(|z|\,\|x\|\) and nothing is underestimated. At \(z=0\) both sides vanish, so the strict inequality needs \(z\neq0\). The hypothesis \(|z|<1\) only simplifies the proof: for size \(n+2\) the first and last components of \(x\) give \(\|x\|^2\ge1+|z|^{2(n+1)}\), so \(|z|^{n+2}<|z|\,\|x\|\) holds for every \(z\neq0\).

```lean
/-- The two-by-two example: `[[0,1],[0,0]]` has only the eigenvalue 0, yet for `0 < e < 1` the
vector `(1, e)` has residual norm `e²` at the shift `e`, less than `e` times its norm. -/
theorem two_by_two (e : ℝ) (h0 : 0 < e) (h1 : e < 1) :
    (∀ μ, IsEigenvalue !![0, 1; 0, 0] μ ↔ μ = 0) ∧
    vecNorm (residual !![0, 1; 0, 0] (e : ℂ) ![1, (e : ℂ)]) = e ^ 2 ∧
    e ^ 2 < e * vecNorm ![1, (e : ℂ)] := by
  have hA : jordanBlock 2 = !![0, 1; 0, 0] := by
    ext i j
    fin_cases i <;> fin_cases j <;> simp [jordanBlock]
  have hx : trial 2 (e : ℂ) = ![1, (e : ℂ)] := by
    funext i
    fin_cases i <;> simp [trial]
  have hn : ‖(e : ℂ)‖ = e := by rw [Complex.norm_real, Real.norm_of_nonneg h0.le]
  obtain ⟨ha, hb, hc⟩ := residual_underestimates 0 (e : ℂ) (by rwa [hn]) (by rwa [hn])
  simp only [Nat.zero_add, hA, hx, hn] at ha hb hc
  exact ⟨ha, hb, hb ▸ hc⟩
```

Here `!![0, 1; 0, 0]` is a matrix written row by row, `![1, (e : ℂ)]` is a vector, and `(e : ℂ)` is the real number \(e\) regarded as complex. The letter \(e\) is a small parameter, neither Euler's number nor a charge. By hand, with \(A\) this matrix and \(x\) this vector,
\[
Ax=\begin{pmatrix}e\\0\end{pmatrix},\qquad
Ax-ex=\begin{pmatrix}0\\-e^2\end{pmatrix},\qquad
\|Ax-ex\|=e^2<e\sqrt{1+e^2}=e\|x\| .
\]
For the normalised vector, the residual norm is \(e^2/\sqrt{1+e^2}\), while the error is \(e\). With \(e=10^{-5}\), a residual of about \(10^{-10}\) accompanies an error of \(10^{-5}\).

The proof checks entry by entry (`fin_cases`) that this matrix and vector are the Jordan block and trial vector of size two, then applies the previous theorem with \(n=0\).

## No constant factor repairs the bound

```lean
/-- No constant repairs the bound: for every real `C` and the nilpotent Jordan block of each size
`n + 2` there are a shift and a vector for which `C` times the residual norm is less than the
distance from the shift to any eigenvalue times the norm of the vector. -/
theorem no_uniform_constant (n : ℕ) (C : ℝ) :
    ∃ (z : ℂ) (x : Fin (n + 2) → ℂ), ∀ μ, IsEigenvalue (jordanBlock (n + 2)) μ →
      C * vecNorm (residual (jordanBlock (n + 2)) z x) < ‖z - μ‖ * vecNorm x := by
  have hC := abs_nonneg C
  obtain ⟨t, ht⟩ : ∃ t : ℝ, t = 1 / (|C| + 2) := ⟨_, rfl⟩
  have t0 : 0 < t := by rw [ht]; positivity
  have tC : t * (|C| + 2) = 1 := by rw [ht]; field_simp
  have t1 : t ≤ 1 := by nlinarith [mul_nonneg t0.le hC]
  have hn : ‖(t : ℂ)‖ = t := by rw [Complex.norm_real, Real.norm_of_nonneg t0.le]
  refine ⟨(t : ℂ), trial (n + 2) (t : ℂ), fun μ hμ => ?_⟩
  rw [(isEigenvalue_jordanBlock_iff (n + 1) μ).mp hμ, sub_zero,
    vecNorm_residual (n + 1) (t : ℂ), hn]
  have hx := one_le_vecNorm_trial (n + 1) (t : ℂ)
  have hp : t ^ (n + 1 + 1) ≤ t ^ 2 := pow_le_pow_of_le_one t0.le t1 (by omega)
  -- the shift is small enough that |C| t < 1
  calc C * t ^ (n + 1 + 1) ≤ |C| * t ^ (n + 1 + 1) :=
        mul_le_mul_of_nonneg_right (le_abs_self C) (by positivity)
    _ ≤ |C| * t ^ 2 := mul_le_mul_of_nonneg_left hp hC
    _ = t * (t * |C|) := by ring
    _ < t * 1 := mul_lt_mul_of_pos_left (by linarith) t0
    _ ≤ t * vecNorm (trial (n + 2) (t : ℂ)) := mul_le_mul_of_nonneg_left hx t0.le
```

One might hope that the error is at most some fixed multiple of the residual. The theorem says that for every block size \(n+2\) and every real \(C\) there are \(z\) and \(x\) with
\[
C\,\|Jx-zx\|<|z-\mu|\,\|x\|
\]
for every eigenvalue \(\mu\), which here means for \(\mu=0\). The matrix stays fixed while the shift depends on \(C\).

Take \(z=t=1/(|C|+2)\) and the trial vector. Then \(0<t<1\) and \(t|C|<1\), so
\[
C\,t^{n+2}\le |C|\,t^{n+2}\le |C|\,t^2=t\,(t|C|)<t\le t\,\|x\| .
\]
The code introduces \(t\) through its defining equation, derives the facts needed about it, and repeats this chain in the `calc` block.

## A quadratic bound for size two

```lean
/-- What survives for the two-by-two nilpotent Jordan block: for every shift `z` and vector `x`, the
squared distance `|z|²` times the norm of `x` is at most `1 + |z|` times the residual norm. -/
theorem quadratic_bound (z : ℂ) (x : Fin 2 → ℂ) :
    ‖z‖ ^ 2 * vecNorm x ≤ (1 + ‖z‖) * vecNorm (residual (jordanBlock 2) z x) := by
  have hsq : ∀ v : Fin 2 → ℂ, vecNorm v ^ 2 = ‖v 0‖ ^ 2 + ‖v 1‖ ^ 2 := by
    intro v
    unfold vecNorm
    rw [Real.sq_sqrt (Finset.sum_nonneg fun i _ => sq_nonneg _), Fin.sum_univ_two]
  have hnn : ∀ v : Fin 2 → ℂ, 0 ≤ vecNorm v := fun v => Real.sqrt_nonneg _
  obtain ⟨r, hr⟩ : ∃ r, r = residual (jordanBlock 2) z x := ⟨_, rfl⟩
  rw [← hr]
  have r0 : r 0 = x 1 - z * x 0 := by
    rw [hr]
    simp [residual, jordanBlock]
  have r1 : r 1 = -(z * x 1) := by
    rw [hr]
    simp [residual, jordanBlock]
  -- z² x is expressed through the residual
  have e0 : z ^ 2 * x 0 = -(r 1 + z * r 0) := by rw [r0, r1]; ring
  have e1 : z ^ 2 * x 1 = -(z * r 1) := by rw [r1]; ring
  have n0 : ‖z‖ ^ 2 * ‖x 0‖ ≤ ‖r 1‖ + ‖z‖ * ‖r 0‖ := by
    rw [← norm_pow, ← norm_mul, e0, norm_neg, ← norm_mul]
    exact norm_add_le _ _
  have n1 : ‖z‖ ^ 2 * ‖x 1‖ = ‖z‖ * ‖r 1‖ := by
    rw [← norm_pow, ← norm_mul, e1, norm_neg, norm_mul]
  have s0 := pow_le_pow_left₀ (by positivity) n0 2
  have s1 : (‖z‖ ^ 2 * ‖x 1‖) ^ 2 = (‖z‖ * ‖r 1‖) ^ 2 := by rw [n1]
  have hz := norm_nonneg z
  apply (sq_le_sq₀ (mul_nonneg (by positivity) (hnn x))
    (mul_nonneg (by positivity) (hnn r))).mp
  rw [mul_pow, mul_pow, hsq x, hsq r]
  nlinarith [s0, s1, mul_nonneg hz (sq_nonneg (‖r 0‖ - ‖r 1‖)),
    mul_nonneg hz (sq_nonneg ‖r 0‖), mul_nonneg hz (sq_nonneg ‖r 1‖), sq_nonneg ‖r 0‖]

end

end NonNormalResidual
```

For the two-by-two block, every shift and every vector satisfy
\[
|z|^2\,\|x\|\le(1+|z|)\,\|r\|,\qquad r=Jx-zx .
\]
There is no restriction on \(z\), and \(x\) need not be the trial vector. If \(x\) is normalised and \(|z|\le1\), it follows that \(|z|\le\sqrt{2\|r\|}\): the error is controlled by the square root of the residual.

The components of the residual are \(r_0=x_1-zx_0\) and \(r_1=-zx_1\). Solving for \(x\) without dividing gives
\[
z^2x_0=-(r_1+z r_0),\qquad z^2x_1=-z r_1 .
\]
Write \(a=|z|\), \(p=|r_0|\) and \(q=|r_1|\). The triangle inequality gives \(a^2|x_0|\le q+ap\), and the second equation gives \(a^2|x_1|=aq\). Squaring and adding,
\[
a^4\|x\|^2\le(q+ap)^2+a^2q^2 .
\]
The right-hand side is at most \((1+a)^2(p^2+q^2)\), because the difference is
\[
(1+a)^2(p^2+q^2)-(q+ap)^2-a^2q^2
= p^2+a(p-q)^2+ap^2+aq^2\ge0 .
\]
Taking square roots of nonnegative quantities finishes the argument.

In the code, `e0` and `e1` are the two equations for \(z^2x\), and `n0` and `n1` are the resulting statements about moduli. The lemma `sq_le_sq₀` reduces the goal to its squared form. The tactic `nlinarith` then finds the final inequality from the supplied facts, which include the four nonnegative terms displayed above.

## Residuals in non-Hermitian calculations

Non-Hermitian eigenproblems occur in quantum mechanics with effective Hamiltonians for decaying states, and in electronic structure with equation-of-motion coupled-cluster theory; for these the result is a warning drawn from a family of finite matrices, each with a single defective eigenvalue. It gives no error estimate for the matrix of an actual calculation. If that matrix is diagonalisable, one standard bound, quoted here without proof, is \(\|r\|/\|x\|\) times the condition number, in the Euclidean operator norm, of a matrix whose columns are a basis of eigenvectors.

```lean
#print axioms NonNormalResidual.residual_underestimates
#print axioms NonNormalResidual.two_by_two
#print axioms NonNormalResidual.no_uniform_constant
#print axioms NonNormalResidual.quadratic_bound
```

```
'NonNormalResidual.residual_underestimates' depends on axioms: [propext, Classical.choice, Quot.sound]
'NonNormalResidual.two_by_two' depends on axioms: [propext, Classical.choice, Quot.sound]
'NonNormalResidual.no_uniform_constant' depends on axioms: [propext, Classical.choice, Quot.sound]
'NonNormalResidual.quadratic_bound' depends on axioms: [propext, Classical.choice, Quot.sound]
```
